# At fixed screening length, the virial Σ x·F of repelling charges exceeds their interaction energy

## Pairs, couplings and dilations

Let $\iota$ be a finite set that labels pairs of charges. Pair $j$ has a separation $d_j$ and a coupling $w_j$, the product of its two charges, in units where the Coulomb energy of the pair is $w_j/d_j$. The screening constant $\kappa$ is an inverse length, and $1/\kappa$ is the distance over which the surrounding medium, which is not modelled itself, weakens the interaction. All lengths are multiplied by a dimensionless factor $s$, while $\kappa$ stays fixed.

```lean
import Mathlib

open Finset

namespace ScreenedVirial

noncomputable section

variable {ι : Type*} [Fintype ι]
```

The screened, or Yukawa, energy after the dilation is

$$U(s)=\sum_j w_j\,\frac{e^{-\kappa s d_j}}{s d_j}.$$

In Lean, `w` and `d` are real functions on `ι`. The definition puts no condition on their signs, so each theorem states the conditions it needs. Setting every $w_j=1$ gives the energy of unit charges that repel.

```lean
/-- Screened Coulomb energy of pairs with couplings `w j` and separations `d j`,
after all lengths are scaled by the factor `s`. -/
def screenedEnergy (κ : ℝ) (w d : ι → ℝ) (s : ℝ) : ℝ :=
  ∑ j, w j * (Real.exp (-κ * (s * d j)) / (s * d j))
```

The virial is here $-U'(1)$, without the factors such as $-\tfrac12$ or $\tfrac13$ that other conventions include. For particles at positions $x_i$ with forces $F_i$ derived from $U$, the chain rule turns it into $\sum_i x_i\cdot F_i$. For a pure Coulomb energy $U(s)=U(1)/s$, and therefore $-U'(1)=U(1)$. This equality is called the Coulomb relation below. It concerns the interaction energy alone, whereas the virial theorem also involves the kinetic energy and an average over the motion or over a quantum state.

```lean
/-- The virial of an energy `U` given as a function of the dilation factor: minus its
derivative at the undilated configuration. -/
def virial (U : ℝ → ℝ) : ℝ := -deriv U 1
```

## The derivative of the energy

For one pair with $d>0$ and $s>0$, the quotient rule gives

$$\frac{d}{ds}\frac{e^{-\kappa s d}}{s d}
=\frac{-\kappa d\,e^{-\kappa s d}\,(s d)-e^{-\kappa s d}\,d}{(s d)^2}
=-\frac1s\left(\frac{e^{-\kappa s d}}{s d}+\kappa e^{-\kappa s d}\right).$$

The first term in the bracket is the Coulomb-like response of the factor $1/(sd)$. The second arises because a dilation also moves the pair along the screening exponential.

In the proof, `h1` and `h2` differentiate the denominator and the numerator, and `fun_div` is the quotient rule. The exponential is then replaced by a letter `e`, and `field_simp` and `ring` do the remaining algebra. `HasDerivAt` says that the derivative exists and has the given value.

```lean
/-- Derivative of the screened interaction of a single pair with unit coupling, with respect to the
dilation. -/
theorem pair_hasDerivAt (κ : ℝ) {d s : ℝ} (hd : 0 < d) (hs : 0 < s) :
    HasDerivAt (fun t : ℝ => Real.exp (-κ * (t * d)) / (t * d))
      (-(Real.exp (-κ * (s * d)) / (s * d) + κ * Real.exp (-κ * (s * d))) / s) s := by
  have h1 : HasDerivAt (fun t : ℝ => t * d) d s := hasDerivAt_mul_const d
  have h2 : HasDerivAt (fun t : ℝ => Real.exp (-κ * (t * d)))
      (Real.exp (-κ * (s * d)) * (-κ * d)) s := (h1.const_mul (-κ)).exp
  refine (h2.fun_div h1 (mul_pos hs hd).ne').congr_deriv ?_
  generalize Real.exp (-κ * (s * d)) = e
  field_simp
  ring
```

Multiplying by $w_j$ and summing over the pairs gives

$$U'(s)=-\frac1s\Big(U(s)+\kappa\sum_j w_j e^{-\kappa s d_j}\Big).$$

This holds for every real $\kappa$ and for couplings of any sign. The Lean proof differentiates the sum term by term, gathers the right-hand side into a single sum, and compares the summands.

```lean
/-- Derivative of the total screened energy with respect to the dilation, for couplings of
any sign. -/
theorem screenedEnergy_hasDerivAt (κ : ℝ) (w : ι → ℝ) {d : ι → ℝ} (hd : ∀ j, 0 < d j)
    {s : ℝ} (hs : 0 < s) :
    HasDerivAt (screenedEnergy κ w d)
      (-(screenedEnergy κ w d s + κ * ∑ j, w j * Real.exp (-κ * (s * d j))) / s) s := by
  have h := HasDerivAt.fun_sum (u := Finset.univ)
    (fun j _ => (pair_hasDerivAt κ (hd j) hs).const_mul (w j))
  refine HasDerivAt.congr_deriv h ?_
  unfold screenedEnergy
  rw [Finset.mul_sum, ← Finset.sum_add_distrib, ← Finset.sum_neg_distrib, Finset.sum_div]
  refine Finset.sum_congr rfl fun j _ => ?_
  ring
```

At $s=1$, with the sign reversed,

$$-U'(1)=U(1)+\kappa\sum_j w_j e^{-\kappa d_j}.$$

The last term is called the screening term.

```lean
/-- The virial of a screened system is its energy plus a screening term. -/
theorem virial_eq (κ : ℝ) (w : ι → ℝ) {d : ι → ℝ} (hd : ∀ j, 0 < d j) :
    virial (screenedEnergy κ w d) =
      screenedEnergy κ w d 1 + κ * ∑ j, w j * Real.exp (-κ * d j) := by
  rw [virial, (screenedEnergy_hasDerivAt κ w hd one_pos).deriv]
  simp only [one_mul, div_one, neg_neg]
```

## Repulsive pairs

Suppose that $\kappa>0$, that every $w_j>0$, and that there is at least one pair. Then $\sum_j w_j e^{-\kappa d_j}$ is a nonempty sum of positive numbers, the screening term is positive, and

$$-U'(1)>U(1).$$

The theorem states the identity and the strict inequality together. The assumption `Nonempty ι` supplies the pair; with no pairs, both sides would be zero. In the proof, `hS` is the positivity of the sum, and `linarith` adds the positive screening term to the energy.

```lean
/-- For repulsive pairs and a positive screening constant, the virial equals the energy plus
the screening term, and it is strictly larger than the energy. -/
theorem screened_virial [Nonempty ι] {κ : ℝ} (hκ : 0 < κ) {w d : ι → ℝ}
    (hw : ∀ j, 0 < w j) (hd : ∀ j, 0 < d j) :
    virial (screenedEnergy κ w d) =
        screenedEnergy κ w d 1 + κ * ∑ j, w j * Real.exp (-κ * d j) ∧
      screenedEnergy κ w d 1 < virial (screenedEnergy κ w d) := by
  have hS : 0 < ∑ j, w j * Real.exp (-κ * d j) :=
    Finset.sum_pos (fun j _ => mul_pos (hw j) (Real.exp_pos _)) Finset.univ_nonempty
  refine ⟨virial_eq κ w hd, ?_⟩
  rw [virial_eq κ w hd]
  linarith [mul_pos hκ hS]
```

Conversely, if the Coulomb relation holds for positive couplings, then $\kappa\sum_j w_j e^{-\kappa d_j}=0$. The sum is positive, so $\kappa=0$. If $\kappa=0$, the screening term vanishes and the relation holds. The equivalence is stated for all real $\kappa$, although a negative value does not describe screening.

```lean
/-- For repulsive pairs, the virial equals the energy exactly when the screening constant
is zero. -/
theorem virial_eq_energy_iff [Nonempty ι] (κ : ℝ) {w d : ι → ℝ}
    (hw : ∀ j, 0 < w j) (hd : ∀ j, 0 < d j) :
    virial (screenedEnergy κ w d) = screenedEnergy κ w d 1 ↔ κ = 0 := by
  have hS : 0 < ∑ j, w j * Real.exp (-κ * d j) :=
    Finset.sum_pos (fun j _ => mul_pos (hw j) (Real.exp_pos _)) Finset.univ_nonempty
  rw [virial_eq κ w hd]
  constructor
  · intro h
    have h0 : κ * ∑ j, w j * Real.exp (-κ * d j) = 0 := by linarith
    exact (mul_eq_zero.mp h0).resolve_right hS.ne'
  · intro h
    rw [h, zero_mul, add_zero]
```

The separations bound the size of the excess relative to the energy. Write $u_j=w_j e^{-\kappa d_j}/d_j$ for the energy of pair $j$ at $s=1$. Its contribution to the screening sum is $w_j e^{-\kappa d_j}=d_j u_j$. If $a\le d_j\le b$ for all $j$ and $u_j\ge0$, then

$$a\,U(1)\le\sum_j w_j e^{-\kappa d_j}\le b\,U(1).$$

Multiplying by $\kappa\ge0$ and adding $U(1)$ gives

$$(1+\kappa a)\,U(1)\le -U'(1)\le(1+\kappa b)\,U(1).$$

For a single pair with separation $d$, one can take $a=b=d$. Both bounds then coincide, and the virial is exactly $(1+\kappa d)\,U(1)$. As $\kappa d\to0$ the factor tends to 1, its Coulomb value.

In the code, `hkey` is the identity $d_j u_j=w_j e^{-\kappa d_j}$, and `lo` and `hi` are the two summed inequalities.

```lean
/-- For nonnegative couplings and a nonnegative screening constant, if all separations lie between
`a` and `b`, the virial lies between `1 + κ a` and `1 + κ b` times the energy. -/
theorem virial_bounds {κ a b : ℝ} (hκ : 0 ≤ κ) {w d : ι → ℝ} (hw : ∀ j, 0 ≤ w j)
    (hd : ∀ j, 0 < d j) (ha : ∀ j, a ≤ d j) (hb : ∀ j, d j ≤ b) :
    (1 + κ * a) * screenedEnergy κ w d 1 ≤ virial (screenedEnergy κ w d) ∧
      virial (screenedEnergy κ w d) ≤ (1 + κ * b) * screenedEnergy κ w d 1 := by
  have hU : screenedEnergy κ w d 1 = ∑ j, w j * (Real.exp (-κ * d j) / d j) := by
    simp only [screenedEnergy, one_mul]
  have hn : ∀ j, 0 ≤ w j * (Real.exp (-κ * d j) / d j) := fun j =>
    mul_nonneg (hw j) (div_pos (Real.exp_pos _) (hd j)).le
  -- each summand of the screening sum is the pair energy times the separation
  have hkey : ∀ j, d j * (w j * (Real.exp (-κ * d j) / d j)) =
      w j * Real.exp (-κ * d j) := fun j => by
    rw [mul_left_comm, mul_div_cancel₀ _ (hd j).ne']
  have lo : a * screenedEnergy κ w d 1 ≤ ∑ j, w j * Real.exp (-κ * d j) := by
    rw [hU, Finset.mul_sum]
    exact Finset.sum_le_sum fun j _ =>
      (mul_le_mul_of_nonneg_right (ha j) (hn j)).trans_eq (hkey j)
  have hi : ∑ j, w j * Real.exp (-κ * d j) ≤ b * screenedEnergy κ w d 1 := by
    rw [hU, Finset.mul_sum]
    exact Finset.sum_le_sum fun j _ =>
      (hkey j).symm.trans_le (mul_le_mul_of_nonneg_right (hb j) (hn j))
  rw [virial_eq κ w hd]
  constructor
  · linarith [mul_le_mul_of_nonneg_left lo hκ]
  · linarith [mul_le_mul_of_nonneg_left hi hκ]
```

## A cancellation between couplings of opposite sign

Positivity of the couplings matters for these pair sums. Number two pairs 0 and 1, as Lean does, and choose

$$w_0=1,\quad d_0=1,\qquad w_1=-e^{\kappa},\quad d_1=2.$$

The screening sum is $e^{-\kappa}-e^{\kappa}e^{-2\kappa}=0$, so the Coulomb relation holds. The energy is nevertheless nonzero:

$$U(1)=e^{-\kappa}-\tfrac12 e^{\kappa}e^{-2\kappa}=\tfrac12 e^{-\kappa}.$$

The second coupling depends on $\kappa$, so the example is a different system for each screening constant. It consists of two prescribed pairs and is not presented as the complete set of pairs of some group of particles.

The identity `h` is $e^{\kappa}e^{-2\kappa}=e^{-\kappa}$. Each `linear_combination` uses it once, first to cancel the screening terms and then to evaluate the energy.

```lean
/-- For each `κ`, two pairs with couplings `1` and `-exp κ` and separations `1` and `2` have a
virial equal to their energy, and that energy is `exp (-κ) / 2`. -/
theorem mixed_sign_balance (κ : ℝ) :
    virial (screenedEnergy κ ![1, -Real.exp κ] ![1, 2]) =
        screenedEnergy κ ![1, -Real.exp κ] ![1, 2] 1 ∧
      screenedEnergy κ ![1, -Real.exp κ] ![1, 2] 1 = Real.exp (-κ) / 2 := by
  have h : Real.exp κ * Real.exp (-κ * 2) = Real.exp (-κ) := by
    rw [← Real.exp_add]
    congr 1
    ring
  have hd : ∀ j : Fin 2, 0 < (![1, 2] : Fin 2 → ℝ) j := by
    intro j
    fin_cases j <;> simp
  constructor
  · rw [virial_eq κ _ hd, Fin.sum_univ_two]
    -- the two screening terms cancel
    change _ + κ * (1 * Real.exp (-κ * 1) + -Real.exp κ * Real.exp (-κ * 2)) = _
    rw [mul_one (-κ)]
    linear_combination (-κ) * h
  · rw [screenedEnergy, Fin.sum_univ_two]
    change 1 * (Real.exp (-κ * (1 * 1)) / (1 * 1)) +
      -Real.exp κ * (Real.exp (-κ * (1 * 2)) / (1 * 2)) = _
    simp only [one_mul, mul_one, div_one]
    linear_combination (-1 / 2) * h
```

## Charges at points in space

The separations can now be taken from an actual configuration. Positions are vectors in three-dimensional Euclidean space.

```lean
/-- Ordinary three-dimensional space. -/
abbrev Space := EuclideanSpace ℝ (Fin 3)
```

For $N$ particles, each pair is counted once by requiring $i<k$.

```lean
/-- The pairs of `N` particles, each counted once. -/
abbrev Pair (N : ℕ) := {p : Fin N × Fin N // p.1 < p.2}
```

The separation of such a pair is $r_{ik}=|x_i-x_k|$.

```lean
/-- Separation of a pair of particles. -/
def separation {N : ℕ} (x : Fin N → Space) (p : Pair N) : ℝ := ‖x p.1.1 - x p.1.2‖
```

Its coupling is $q_iq_k$, where $q_i$ is the charge of particle $i$.

```lean
/-- Product of the charges of a pair of particles. -/
def coupling {N : ℕ} (q : Fin N → ℝ) (p : Pair N) : ℝ := q p.1.1 * q p.1.2
```

The interaction energy of the configuration is therefore

$$E(x)=\sum_{i<k}q_iq_k\,\frac{e^{-\kappa r_{ik}}}{r_{ik}}.$$

There is no neutralising background, no periodic cell and no kinetic energy, so this is a finite cluster of classical point charges and not the full jellium model.

```lean
/-- Screened interaction energy of charges `q` at positions `x`. -/
def particleEnergy {N : ℕ} (κ : ℝ) (q : Fin N → ℝ) (x : Fin N → Space) : ℝ :=
  ∑ p : Pair N, coupling q p * (Real.exp (-κ * separation x p) / separation x p)
```

For $s>0$, the dilated positions satisfy $|s x_i-s x_k|=s\,r_{ik}$. Every separation in $E$ is multiplied by $s$, and $E(sx)$ is the function $U(s)$ built from the couplings $q_iq_k$ and the separations $r_{ik}$. The proof establishes the scaling of one separation and substitutes it into the sum.

```lean
/-- Scaling all positions by a positive factor `s` scales every pair separation in the energy by
`s`. -/
theorem particleEnergy_dilate {N : ℕ} (κ : ℝ) (q : Fin N → ℝ) (x : Fin N → Space)
    {s : ℝ} (hs : 0 < s) :
    particleEnergy κ q (fun i => s • x i) =
      screenedEnergy κ (coupling q) (separation x) s := by
  have h : ∀ p, separation (fun i => s • x i) p = s * separation x p := fun p => by
    simp only [separation, ← smul_sub, norm_smul, Real.norm_eq_abs, abs_of_pos hs]
  simp only [particleEnergy, screenedEnergy, h]
```

Now let $N\ge2$, $\kappa>0$, all charges nonzero and of one sign, and all positions distinct. At least one pair exists, every coupling is positive and every separation is positive. The inequality for repulsive pairs gives

$$-\frac{d}{ds}E(sx)\Big|_{s=1}>E(x).$$

In Lean, `hq` expresses the common sign of the charges by requiring all products $q_iq_k$ to be positive, and `Function.Injective x` says that no two particles coincide. The functions $E(sx)$ and $U(s)$ have been identified only for $s>0$. The step `hev` records that they agree near $s=1$, which is enough for their derivatives there to be equal, and `screened_virial` then finishes the proof.

For a classical simulation of like charges with this pair force at fixed $\kappa$, the inequality means that the interaction energy cannot stand in for the virial when the pressure is computed, as it can for bare Coulomb forces.

```lean
/-- For two or more charges of the same sign at distinct positions, the virial of the screened
interaction under dilation of the positions strictly exceeds the interaction energy. -/
theorem particle_virial_gt {N : ℕ} (hN : 2 ≤ N) {κ : ℝ} (hκ : 0 < κ) {q : Fin N → ℝ}
    (hq : ∀ i j, 0 < q i * q j) {x : Fin N → Space} (hx : Function.Injective x) :
    particleEnergy κ q x < virial (fun s => particleEnergy κ q (fun i => s • x i)) := by
  have : Nonempty (Pair N) :=
    ⟨⟨(⟨0, by omega⟩, ⟨1, by omega⟩), by simp⟩⟩
  have hd : ∀ p : Pair N, 0 < separation x p := fun p =>
    norm_pos_iff.mpr (sub_ne_zero.mpr fun h => p.2.ne (hx h))
  have h1 := particleEnergy_dilate κ q x one_pos
  simp only [one_smul] at h1
  -- near the undilated configuration both energies agree as functions of the dilation
  have hev : (fun s : ℝ => particleEnergy κ q (fun i => s • x i)) =ᶠ[nhds 1]
      screenedEnergy κ (coupling q) (separation x) := by
    filter_upwards [Ioi_mem_nhds (zero_lt_one' ℝ)] with s hs
    exact particleEnergy_dilate κ q x hs
  rw [virial, hev.deriv_eq, h1]
  exact (screened_virial hκ (fun p => hq p.1.1 p.1.2) hd).2

end

end ScreenedVirial
```

```lean
#print axioms ScreenedVirial.virial_eq_energy_iff
-- 'ScreenedVirial.virial_eq_energy_iff' depends on axioms: [propext, Classical.choice, Quot.sound]
#print axioms ScreenedVirial.virial_bounds
-- 'ScreenedVirial.virial_bounds' depends on axioms: [propext, Classical.choice, Quot.sound]
#print axioms ScreenedVirial.mixed_sign_balance
-- 'ScreenedVirial.mixed_sign_balance' depends on axioms: [propext, Classical.choice, Quot.sound]
#print axioms ScreenedVirial.particle_virial_gt
-- 'ScreenedVirial.particle_virial_gt' depends on axioms: [propext, Classical.choice, Quot.sound]
```

## Letting the screening length follow the dilation

The model could also let $\kappa$ change with the dilation. If the screening length is stretched along with all other lengths, $\kappa$ becomes $\kappa/s$, the exponent $\kappa d_j$ no longer depends on $s$, and the energy is $U(1)/s$. A short calculation, separate from the theorems above, then returns the Coulomb relation for every $\kappa$. The excess found here thus belongs to a medium whose screening length stays put while the charges move apart. In an electron gas, where $\kappa$ depends on the density, one has to state what is held fixed before comparing virials.
